# With step $h$ and frequency $w$, a stable velocity Verlet oscillator has a long-time mean on-step kinetic energy $1-h^2w^2/4$ times its mean potential energy

With on-step momenta, velocity Verlet breaks equipartition for a harmonic oscillator, even in averages over arbitrarily long runs. For unit mass, step $h>0$, frequency $w>0$ and $hw<2$, the average of $p_n^2-w^2(1-h^2w^2/4)\,q_n^2$ over the first $N$ on-step points tends to zero, whatever the starting point. I can see this roughly from the shadow Hamiltonian, but I would like a rigorous proof, checked by machine. Can it be done without solving for the orbit? And does the half-step momentum repair the mismatch?

## The summed imbalance stays bounded

Yes to both. The sum of the quantity you average is bounded independently of $N$, so dividing by $N$ sends it to zero. With half-step momenta, ordinary equipartition returns in the limit.

Write $s=1-h^2w^2/4$, which is positive because $0<hw<2$. The half kick gives $P_n=p_n-\tfrac h2w^2q_n$. The drift gives $q_{n+1}=q_n+hP_n$, and the second half kick gives $p_{n+1}=P_n-\tfrac h2w^2q_{n+1}$. Eliminating $P_n$,

$$q_{n+1}=c\,q_n+h\,p_n,\qquad p_{n+1}=c\,p_n-hw^2s\,q_n,\qquad c=1-\tfrac{h^2w^2}{2}.$$

Put $a=w\sqrt s$ and $u_n=aq_n$. Then $u_{n+1}=cu_n+ha\,p_n$ and $p_{n+1}=cp_n-ha\,u_n$, while

$$c^2+h^2a^2=1-h^2w^2+\tfrac{h^4w^4}{4}+h^2w^2-\tfrac{h^4w^4}{4}=1.$$

The step is therefore a rotation by an angle $\theta$ with $\cos\theta=c$ and $\sin\theta=ha>0$. It conserves $K=p_n^2+w^2s\,q_n^2$. With $\theta$ taken in $(0,\pi)$, the shadow Hamiltonian whose exact flow for time $h$ reproduces the step is $\theta K/(2\sin\theta)$, a constant multiple of $K$.

Set $p_n=\sqrt K\cos\varphi_n$ and $u_n=\sqrt K\sin\varphi_n$, so that $\varphi_{n+1}=\varphi_n+\theta$. The imbalance is $D_n=p_n^2-w^2s\,q_n^2=K\cos2\varphi_n$. Define $B_n=c\,q_np_n-\tfrac h2D_n$. Then

$$2aB_n=K(\cos\theta\sin2\varphi_n-\sin\theta\cos2\varphi_n)=K\sin(2\varphi_n-\theta),$$

$$2a(B_{n+1}-B_n)=K[\sin(2\varphi_n+\theta)-\sin(2\varphi_n-\theta)]=2\sin\theta\,D_n=2ahD_n.$$

Hence $B_{n+1}-B_n=hD_n$ and $|B_n|\le K/(2a)$. Summing over $n$,

$$\Bigl|\sum_{n=0}^{N-1}D_n\Bigr|=\frac{|B_N-B_0|}{h}\le\frac{K}{hw\sqrt s}.$$

Since $p_n^2=(K+D_n)/2$ and $w^2q_n^2=(K-D_n)/(2s)$, the mean kinetic energy tends to $K/4$ and the mean potential energy to $K/(4s)$. Their ratio tends to $s$ unless the orbit sits at the origin.

For the half-step momentum, let $G_n=q_n(p_n+\tfrac h2w^2q_n)=q_n(P_n+hw^2q_n)$. Since $p_{n+1}+\tfrac h2w^2q_{n+1}=P_n$,

$$G_{n+1}-G_n=(q_n+hP_n)P_n-q_n(P_n+hw^2q_n)=h(P_n^2-w^2q_n^2).$$

With $R_n=p_n+\tfrac h2w^2q_n$, expansion gives $K=R_n^2+w^2q_n^2-hw^2G_n$, so

$$K-(2-hw)wG_n=(R_n-wq_n)^2,\qquad K+(2+hw)wG_n=(R_n+wq_n)^2.$$

Both are nonnegative, so $|G_n|\le K/((2-hw)w)$, and the average of $P_n^2-w^2q_n^2$ tends to zero.

### Orbits and averages in Lean

A phase point is a pair `x : ℝ × ℝ`, with `x.1` the position and `x.2` the momentum. `orbit h w x n` is $(q_n,p_n)$ after $n$ applications of `verletStep`, starting from `x`. `stepAverage f N` averages over $n=0,\dots,N-1$, so the initial point counts. `shadowFactor`, `shadow`, `imbalance`, `phaseForm` and `virial` are $s,K,D,B$ and $G$.

`tendsto_average_imbalance` says that for `0 < h`, `0 < w` and `h * w < 2`, and for every `x`, the average converges to 0 as $N\to\infty$. The bound on the summed imbalance and the other limits along an orbit assume the same three inequalities, even where a docstring does not repeat them. Only the ratio theorem also needs `x ≠ 0`.

The model is one harmonic mode with a fixed step and exact real arithmetic, without thermostat, anharmonicity or rounding. For such a mode, a temperature taken from on-step momenta falls below the one taken from the potential energy: by 1% at $hw=0.2$.

```lean
import Mathlib

open Filter Topology

namespace VerletEquipartition

noncomputable section

/-- Momentum after the first half kick of a velocity Verlet step, for the unit-mass oscillator
of frequency `w` at the phase point `x = (q, p)`. -/
def halfMomentum (h w : ℝ) (x : ℝ × ℝ) : ℝ := x.2 - h / 2 * (w ^ 2 * x.1)

/-- One velocity Verlet step of size `h`: half kick, drift, half kick. -/
def verletStep (h w : ℝ) (x : ℝ × ℝ) : ℝ × ℝ :=
  (x.1 + h * halfMomentum h w x,
    halfMomentum h w x - h / 2 * (w ^ 2 * (x.1 + h * halfMomentum h w x)))

/-- The velocity Verlet orbit started at `x`. -/
def orbit (h w : ℝ) (x : ℝ × ℝ) : ℕ → ℝ × ℝ
  | 0 => x
  | n + 1 => verletStep h w (orbit h w x n)

/-- Average of the first `N` terms of a real sequence, for `N ≥ 1`. -/
def stepAverage (f : ℕ → ℝ) (N : ℕ) : ℝ := (∑ n ∈ Finset.range N, f n) / N

/-- The factor `1 - h² w² / 4`. -/
def shadowFactor (h w : ℝ) : ℝ := 1 - h ^ 2 * w ^ 2 / 4

/-- The quadratic form `p² + w² (1 - h² w² / 4) q²`. -/
def shadow (h w : ℝ) (x : ℝ × ℝ) : ℝ := x.2 ^ 2 + w ^ 2 * shadowFactor h w * x.1 ^ 2

/-- The imbalance `p² - w² (1 - h² w² / 4) q²`. -/
def imbalance (h w : ℝ) (x : ℝ × ℝ) : ℝ := x.2 ^ 2 - w ^ 2 * shadowFactor h w * x.1 ^ 2

/-- The quadratic form `(1 - h² w² / 2) q p - h D / 2`, where `D` is the imbalance. -/
def phaseForm (h w : ℝ) (x : ℝ × ℝ) : ℝ :=
  (1 - h ^ 2 * w ^ 2 / 2) * (x.1 * x.2) - h / 2 * imbalance h w x

/-- The discrete virial: position times the momentum half a step earlier. -/
def virial (h w : ℝ) (x : ℝ × ℝ) : ℝ := x.1 * (x.2 + h / 2 * (w ^ 2 * x.1))

lemma shadowFactor_pos {h w : ℝ} (hh : 0 < h) (hw : 0 < w) (hs : h * w < 2) :
    0 < shadowFactor h w := by
  have h1 := mul_pos hh hw
  have h2 : 0 < (2 - h * w) * (2 + h * w) := mul_pos (by linarith) (by linarith)
  unfold shadowFactor
  nlinarith

lemma shadow_orbit (h w : ℝ) (x : ℝ × ℝ) (n : ℕ) :
    shadow h w (orbit h w x n) = shadow h w x := by
  induction n with
  | zero => rfl
  | succ n ih =>
    rw [← ih]
    change shadow h w (verletStep h w (orbit h w x n)) = _
    simp only [shadow, verletStep, halfMomentum, shadowFactor]
    ring

lemma tendsto_average_of_bounded {f : ℕ → ℝ} {C : ℝ}
    (hf : ∀ N, |∑ n ∈ Finset.range N, f n| ≤ C) :
    Tendsto (stepAverage f) atTop (𝓝 0) := by
  refine squeeze_zero_norm (fun N => ?_) (tendsto_const_div_atTop_nhds_zero_nat C)
  rw [stepAverage, Real.norm_eq_abs, abs_div, Nat.abs_cast]
  exact div_le_div_of_nonneg_right (hf N) (Nat.cast_nonneg N)

lemma tendsto_average_affine {f g : ℕ → ℝ} {a b : ℝ} (hf : ∀ n, f n = a + b * g n)
    (hg : Tendsto (stepAverage g) atTop (𝓝 0)) : Tendsto (stepAverage f) atTop (𝓝 a) := by
  have h1 : Tendsto (fun N => a + b * stepAverage g N) atTop (𝓝 a) := by
    simpa using (hg.const_mul b).const_add a
  refine h1.congr' ?_
  filter_upwards [eventually_gt_atTop 0] with N hN
  have hN' : (N : ℝ) ≠ 0 := Nat.cast_ne_zero.mpr hN.ne'
  simp only [stepAverage, hf, Finset.sum_add_distrib, ← Finset.mul_sum, Finset.sum_const,
    Finset.card_range, nsmul_eq_mul]
  rw [add_div, mul_div_cancel_left₀ _ hN', mul_div_assoc]

/-- The imbalance summed along an orbit, times the step size, is the change of the phase form
between the two ends of the orbit. -/
theorem sum_imbalance (h w : ℝ) (x : ℝ × ℝ) (N : ℕ) :
    h * ∑ n ∈ Finset.range N, imbalance h w (orbit h w x n) =
      phaseForm h w (orbit h w x N) - phaseForm h w x := by
  induction N with
  | zero => simp [orbit]
  | succ n ih =>
    rw [Finset.sum_range_succ, mul_add, ih]
    change _ = phaseForm h w (verletStep h w (orbit h w x n)) - _
    simp only [phaseForm, imbalance, verletStep, halfMomentum, shadowFactor]
    ring

lemma abs_phaseForm_le {h w : ℝ} (hs : 0 ≤ shadowFactor h w) (x : ℝ × ℝ) :
    |2 * (w * √(shadowFactor h w)) * phaseForm h w x| ≤ shadow h w x := by
  have hK : 0 ≤ shadow h w x := by unfold shadow; positivity
  refine abs_le_of_sq_le_sq ?_ hK
  have e1 : (2 * (w * √(shadowFactor h w)) * phaseForm h w x) ^ 2 =
      4 * w ^ 2 * shadowFactor h w * phaseForm h w x ^ 2 := by
    linear_combination (4 * w ^ 2 * phaseForm h w x ^ 2) * Real.sq_sqrt hs
  -- the difference of the two squares is itself a square
  have e2 : shadow h w x ^ 2 - 4 * w ^ 2 * shadowFactor h w * phaseForm h w x ^ 2 =
      (2 * h * w ^ 2 * shadowFactor h w * (x.1 * x.2)
        + (1 - h ^ 2 * w ^ 2 / 2) * imbalance h w x) ^ 2 := by
    simp only [shadow, phaseForm, imbalance, shadowFactor]
    ring
  rw [e1, ← sub_nonneg, e2]
  exact sq_nonneg _

/-- The summed imbalance is bounded, uniformly in the number of steps, by the value of `shadow` at
the starting point divided by `h w √(1 - h² w² / 4)`. -/
theorem abs_sum_imbalance_le {h w : ℝ} (hh : 0 < h) (hw : 0 < w) (hs : h * w < 2)
    (x : ℝ × ℝ) (N : ℕ) :
    |∑ n ∈ Finset.range N, imbalance h w (orbit h w x n)| ≤
      shadow h w x / (h * w * √(shadowFactor h w)) := by
  have hp := shadowFactor_pos hh hw hs
  have hS : 0 < h * w * √(shadowFactor h w) := mul_pos (mul_pos hh hw) (Real.sqrt_pos.mpr hp)
  have b1 := abs_phaseForm_le hp.le (orbit h w x N)
  rw [shadow_orbit] at b1
  obtain ⟨l1, u1⟩ := abs_le.mp b1
  obtain ⟨l0, u0⟩ := abs_le.mp (abs_phaseForm_le hp.le x)
  have e : (∑ n ∈ Finset.range N, imbalance h w (orbit h w x n)) *
      (h * w * √(shadowFactor h w)) = w * √(shadowFactor h w) *
        (phaseForm h w (orbit h w x N) - phaseForm h w x) := by
    linear_combination (w * √(shadowFactor h w)) * sum_imbalance h w x N
  rw [le_div_iff₀ hS]
  calc _ = |(∑ n ∈ Finset.range N, imbalance h w (orbit h w x n)) *
        (h * w * √(shadowFactor h w))| := by rw [abs_mul, abs_of_pos hS]
    _ ≤ shadow h w x := by
      rw [e, abs_le]
      constructor <;> linarith

/-- Along every stable velocity Verlet orbit of the oscillator, the average of
`p² - w² (1 - h² w² / 4) q²` over the first `N` steps tends to zero. -/
theorem tendsto_average_imbalance {h w : ℝ} (hh : 0 < h) (hw : 0 < w) (hs : h * w < 2)
    (x : ℝ × ℝ) :
    Tendsto (stepAverage fun n => (orbit h w x n).2 ^ 2
      - w ^ 2 * (1 - h ^ 2 * w ^ 2 / 4) * (orbit h w x n).1 ^ 2) atTop (𝓝 0) :=
  tendsto_average_of_bounded (abs_sum_imbalance_le hh hw hs x)

/-- The on-step kinetic and potential energies have long-time averages `K / 4` and `K / (4 (1 - h²
w² / 4))`, where `K` is the value of `shadow` at the starting point. -/
theorem tendsto_average_energies {h w : ℝ} (hh : 0 < h) (hw : 0 < w) (hs : h * w < 2)
    (x : ℝ × ℝ) :
    Tendsto (stepAverage fun n => (orbit h w x n).2 ^ 2 / 2) atTop (𝓝 (shadow h w x / 4)) ∧
    Tendsto (stepAverage fun n => w ^ 2 * (orbit h w x n).1 ^ 2 / 2) atTop
      (𝓝 (shadow h w x / (4 * shadowFactor h w))) := by
  have hD : Tendsto (stepAverage fun n => imbalance h w (orbit h w x n)) atTop (𝓝 0) :=
    tendsto_average_imbalance hh hw hs x
  have hp := shadowFactor_pos hh hw hs
  constructor
  · refine tendsto_average_affine (b := 1 / 4) (fun n => ?_) hD
    rw [← shadow_orbit h w x n]
    simp only [shadow, imbalance]
    ring
  · refine tendsto_average_affine (b := -1 / (4 * shadowFactor h w)) (fun n => ?_) hD
    have e : w ^ 2 * (orbit h w x n).1 ^ 2 =
        (shadow h w x - imbalance h w (orbit h w x n)) / (2 * shadowFactor h w) := by
      rw [eq_div_iff (by positivity), ← shadow_orbit h w x n]
      simp only [shadow, imbalance]
      ring
    linear_combination (1 / 2) * e

/-- For every start away from the origin, the ratio of the average on-step kinetic energy to the
average potential energy tends to `1 - h² w² / 4`. -/
theorem tendsto_energy_ratio {h w : ℝ} (hh : 0 < h) (hw : 0 < w) (hs : h * w < 2)
    {x : ℝ × ℝ} (hx : x ≠ 0) :
    Tendsto (fun N => stepAverage (fun n => (orbit h w x n).2 ^ 2 / 2) N /
      stepAverage (fun n => w ^ 2 * (orbit h w x n).1 ^ 2 / 2) N) atTop
      (𝓝 (1 - h ^ 2 * w ^ 2 / 4)) := by
  have hp := shadowFactor_pos hh hw hs
  have hK : 0 < shadow h w x := by
    unfold shadow
    by_cases hq : x.1 = 0
    · have hp2 : x.2 ≠ 0 := fun h2 => hx (Prod.ext hq h2)
      positivity
    · positivity
  obtain ⟨hT, hV⟩ := tendsto_average_energies hh hw hs x
  have e : shadow h w x / 4 / (shadow h w x / (4 * shadowFactor h w)) =
      1 - h ^ 2 * w ^ 2 / 4 := by
    change _ = shadowFactor h w
    rw [div_eq_iff (by positivity)]
    field_simp
  rw [← e]
  exact hT.div hV (by positivity)

/-- With the half-step momentum in place of the on-step one, equipartition holds: the average of
`p_half² - w² q²` tends to zero. -/
theorem tendsto_average_halfStep {h w : ℝ} (hh : 0 < h) (hw : 0 < w) (hs : h * w < 2)
    (x : ℝ × ℝ) :
    Tendsto (stepAverage fun n => halfMomentum h w (orbit h w x n) ^ 2
      - w ^ 2 * (orbit h w x n).1 ^ 2) atTop (𝓝 0) := by
  -- the discrete virial theorem: the sum telescopes
  have tel : ∀ N, h * ∑ n ∈ Finset.range N, (halfMomentum h w (orbit h w x n) ^ 2
      - w ^ 2 * (orbit h w x n).1 ^ 2) = virial h w (orbit h w x N) - virial h w x := by
    intro N
    induction N with
    | zero => simp [orbit]
    | succ n ih =>
      rw [Finset.sum_range_succ, mul_add, ih]
      change _ = virial h w (verletStep h w (orbit h w x n)) - _
      simp only [virial, verletStep, halfMomentum]
      ring
  have hc : 0 < (2 - h * w) * w := mul_pos (by linarith) hw
  -- the virial is bounded by a multiple of `shadow`
  have bd : ∀ y, |virial h w y| ≤ shadow h w y / ((2 - h * w) * w) := by
    intro y
    have e1 : shadow h w y - (2 - h * w) * w * virial h w y =
        (y.2 + h / 2 * (w ^ 2 * y.1) - w * y.1) ^ 2 := by
      simp only [shadow, virial, shadowFactor]; ring
    have e2 : shadow h w y + (2 + h * w) * w * virial h w y =
        (y.2 + h / 2 * (w ^ 2 * y.1) + w * y.1) ^ 2 := by
      simp only [shadow, virial, shadowFactor]; ring
    have p1 := sq_nonneg (y.2 + h / 2 * (w ^ 2 * y.1) - w * y.1)
    have p2 := sq_nonneg (y.2 + h / 2 * (w ^ 2 * y.1) + w * y.1)
    rw [← e1] at p1
    rw [← e2] at p2
    rw [le_div_iff₀ hc]
    rcases le_total 0 (virial h w y) with hv | hv
    · rw [abs_of_nonneg hv]; linarith
    · rw [abs_of_nonpos hv]
      have p3 : 0 ≤ h * w ^ 2 * -virial h w y := mul_nonneg (by positivity) (by linarith)
      linarith
  refine tendsto_average_of_bounded
    (C := 2 * (shadow h w x / ((2 - h * w) * w)) / h) (fun N => ?_)
  have b1 := bd (orbit h w x N)
  rw [shadow_orbit] at b1
  rw [le_div_iff₀ hh, ← abs_of_pos hh, ← abs_mul, abs_of_pos hh, mul_comm, tel N]
  obtain ⟨l1, u1⟩ := abs_le.mp b1
  obtain ⟨l0, u0⟩ := abs_le.mp (bd x)
  rw [abs_le]
  constructor <;> linarith

/-- At `h w = 2` the average of `p² - w² (1 - h² w² / 4) q²` over any positive number of steps
equals the square of the initial momentum. -/
theorem average_at_stability_limit {h w : ℝ} (hs : h * w = 2) (x : ℝ × ℝ) {N : ℕ}
    (hN : 0 < N) :
    stepAverage (fun n => (orbit h w x n).2 ^ 2
      - w ^ 2 * (1 - h ^ 2 * w ^ 2 / 4) * (orbit h w x n).1 ^ 2) N = x.2 ^ 2 := by
  have h0 : 1 - h ^ 2 * w ^ 2 / 4 = 0 := by linear_combination (-(h * w + 2) / 4) * hs
  have key : ∀ n, (orbit h w x n).2 ^ 2 = x.2 ^ 2 := by
    intro n
    have := shadow_orbit h w x n
    simp only [shadow, shadowFactor, h0, mul_zero, zero_mul, add_zero] at this
    exact this
  have hN' : (N : ℝ) ≠ 0 := Nat.cast_ne_zero.mpr hN.ne'
  simp only [stepAverage, h0, key, mul_zero, zero_mul, sub_zero, Finset.sum_const,
    Finset.card_range, nsmul_eq_mul]
  exact mul_div_cancel_left₀ _ hN'

end

end VerletEquipartition
```

```lean
#print axioms VerletEquipartition.tendsto_average_energies
-- 'VerletEquipartition.tendsto_average_energies' depends on axioms: [propext, Classical.choice, Quot.sound]
#print axioms VerletEquipartition.tendsto_energy_ratio
-- 'VerletEquipartition.tendsto_energy_ratio' depends on axioms: [propext, Classical.choice, Quot.sound]
#print axioms VerletEquipartition.tendsto_average_halfStep
-- 'VerletEquipartition.tendsto_average_halfStep' depends on axioms: [propext, Classical.choice, Quot.sound]
#print axioms VerletEquipartition.average_at_stability_limit
-- 'VerletEquipartition.average_at_stability_limit' depends on axioms: [propext, Classical.choice, Quot.sound]
```

### From telescoping to the limit

The Lean proof replaces the angles by polynomial identities. `shadow_orbit` proves conservation of $K$ by induction, with `ring` checking one step. `sum_imbalance` does the same for $h\sum D_n=B_N-B_0$.

`abs_phaseForm_le` is the bound $|\sin(2\varphi_n-\theta)|\le1$ in disguise: its identity `e2` writes $K^2-4w^2sB^2$ as a square, namely that of $K\cos(2\varphi_n-\theta)$. `abs_sum_imbalance_le` applies this bound at both ends of the orbit, using `shadow_orbit` to give them the same $K$. `tendsto_average_of_bounded` then squeezes the average between multiples of $1/N$.

For the energies, `tendsto_average_affine` carries the limit over to $a+bD_n$, where $a$ and $b$ are now arbitrary constants. `tendsto_energy_ratio` divides the two limits, after showing $K>0$ for a nonzero start. `tendsto_average_halfStep` telescopes $G$ in `tel` and bounds it in `bd` by the two squares above.

`average_at_stability_limit` treats $hw=2$. There $s=0$, so $K=p_n^2$ is constant and the average equals $p_0^2$ for every $N\ge1$. Convergence to zero thus fails at the boundary whenever $p_0\ne0$.

### An ensemble in place of an orbit

The statement could also have been modelled with random initial points, distributed with density proportional to $e^{-\beta K/2}$ for some $\beta>0$. The step preserves both area and $K$, hence this density, and its Gaussian variances give $\langle p^2\rangle=w^2s\langle q^2\rangle$ at every step, with no limit in $N$. That is an average over starting points, whereas the orbit average describes an individual trajectory.
